# Average sign of two non-interacting fermions on finitely many levels: bounds and low-temperature limit

For two non-interacting fermions of equal spin on a finite, nonempty set of one-particle levels with energies $E_k$, and with the one-particle partition function $z(\beta)=\sum_k e^{-\beta E_k}$ at inverse temperature $\beta$, the average permutation sign $s(\beta)=\dfrac{z(\beta)^2-z(2\beta)}{z(\beta)^2+z(2\beta)}$, in which the identity has weight $z(\beta)^2$ and the exchange has weight $z(2\beta)$, lies in $[0,1)$. If the lowest energy is $g$-fold degenerate, then $s(\beta)\to (g-1)/(g+1)$ as $\beta\to\infty$, and this limit is zero exactly when $g=1$.

```lean
import Mathlib

open Finset Filter Topology

namespace TwoFermionSign

noncomputable section

variable {ι : Type*} [Fintype ι]

/-- One-particle partition function `z(β) = ∑ₖ exp(-β Eₖ)`. -/
def z (E : ι → ℝ) (β : ℝ) : ℝ := ∑ k, Real.exp (-β * E k)

/-- Average sign for two fermions: the identity permutation has weight `z(β)²` and sign `+1`,
the exchange has weight `z(2β)` and sign `-1`. -/
def avgSign (E : ι → ℝ) (β : ℝ) : ℝ :=
  (z E β ^ 2 - z E (2 * β)) / (z E β ^ 2 + z E (2 * β))

/-- Partition function of two non-interacting fermions: a sum over pairs of levels `i < j`. -/
def zFermi [LinearOrder ι] (E : ι → ℝ) (β : ℝ) : ℝ :=
  ∑ i, ∑ j, if i < j then Real.exp (-β * (E i + E j)) else 0

/-- Partition function of two non-interacting bosons: a sum over pairs of levels `i ≤ j`. -/
def zBose [LinearOrder ι] (E : ι → ℝ) (β : ℝ) : ℝ :=
  ∑ i, ∑ j, if i ≤ j then Real.exp (-β * (E i + E j)) else 0

/-- Degeneracy of the energy `E₀`: the number of levels with `Eₖ = E₀`. -/
def degeneracy (E : ι → ℝ) (E₀ : ℝ) : ℕ := (univ.filter fun k => E k = E₀).card

/-- The one-particle partition function is positive when there is at least one level. -/
theorem z_pos [Nonempty ι] (E : ι → ℝ) (β : ℝ) : 0 < z E β :=
  Finset.sum_pos (fun _ _ => Real.exp_pos _) univ_nonempty

/-- The exchange weight `z(2β)` is the sum of the squared Boltzmann factors. -/
theorem z_two_mul (E : ι → ℝ) (β : ℝ) :
    z E (2 * β) = ∑ k, Real.exp (-β * E k) ^ 2 := by
  unfold z
  refine Finset.sum_congr rfl fun k _ => ?_
  rw [sq, ← Real.exp_add]
  congr 1
  ring

/-- The two-fermion partition function equals `(z(β)² - z(2β)) / 2`. -/
theorem zFermi_eq [LinearOrder ι] (E : ι → ℝ) (β : ℝ) :
    zFermi E β = (z E β ^ 2 - z E (2 * β)) / 2 := by
  have key : ∀ w : ι → ℝ, (∑ k, w k) ^ 2
      = ∑ k, w k ^ 2 + 2 * ∑ i, ∑ j, if i < j then w i * w j else 0 := by
    intro w
    -- split each product into diagonal, upper and lower part
    have h1 : ∀ i j, w i * w j = (if i = j then w i * w j else 0)
        + (if i < j then w i * w j else 0) + (if j < i then w j * w i else 0) := by
      intro i j
      rcases lt_trichotomy i j with h | h | h
      · rw [if_neg h.ne, if_pos h, if_neg (lt_asymm h)]; ring
      · subst h; simp
      · rw [if_neg h.ne', if_neg (lt_asymm h), if_pos h]; ring
    have h2 : (∑ i, ∑ j, if j < i then w j * w i else 0)
        = ∑ i, ∑ j, if i < j then w i * w j else 0 := Finset.sum_comm
    have h3 : (∑ i, ∑ j, if i = j then w i * w j else 0) = ∑ k, w k ^ 2 := by simp [sq]
    calc (∑ k, w k) ^ 2 = ∑ i, ∑ j, w i * w j := by rw [sq, Finset.sum_mul_sum]
      _ = ∑ i, ∑ j, ((if i = j then w i * w j else 0)
          + (if i < j then w i * w j else 0) + (if j < i then w j * w i else 0)) :=
        Finset.sum_congr rfl fun i _ => Finset.sum_congr rfl fun j _ => h1 i j
      _ = (∑ i, ∑ j, if i = j then w i * w j else 0)
          + (∑ i, ∑ j, if i < j then w i * w j else 0)
          + (∑ i, ∑ j, if j < i then w j * w i else 0) := by
        simp only [Finset.sum_add_distrib]
      _ = _ := by rw [h2, h3]; ring
  have hexp : ∀ i j, Real.exp (-β * (E i + E j))
      = Real.exp (-β * E i) * Real.exp (-β * E j) := by
    intro i j
    rw [← Real.exp_add]
    congr 1
    ring
  have h := key fun k => Real.exp (-β * E k)
  rw [z_two_mul]
  unfold zFermi z
  simp only [hexp]
  linarith

/-- The two-boson partition function equals `(z(β)² + z(2β)) / 2`. -/
theorem zBose_eq [LinearOrder ι] (E : ι → ℝ) (β : ℝ) :
    zBose E β = (z E β ^ 2 + z E (2 * β)) / 2 := by
  -- bosons have the doubly occupied levels in addition
  have hB : zBose E β = zFermi E β + z E (2 * β) := by
    unfold zBose zFermi z
    rw [← Finset.sum_add_distrib]
    refine Finset.sum_congr rfl fun i _ => ?_
    have h : ∀ j, (if i ≤ j then Real.exp (-β * (E i + E j)) else 0)
        = (if i < j then Real.exp (-β * (E i + E j)) else 0)
          + (if i = j then Real.exp (-(2 * β) * E i) else 0) := by
      intro j
      rcases lt_trichotomy i j with h | h | h
      · rw [if_pos h.le, if_pos h, if_neg h.ne, add_zero]
      · subst h
        rw [if_pos le_rfl, if_neg (lt_irrefl _), if_pos rfl, zero_add]
        congr 1
        ring
      · rw [if_neg (not_le.mpr h), if_neg (lt_asymm h), if_neg h.ne', add_zero]
    simp only [h, Finset.sum_add_distrib, Finset.sum_ite_eq, Finset.mem_univ, if_true]
  rw [hB, zFermi_eq]
  ring

/-- The two-boson partition function is positive, and the average sign is the ratio of the
fermionic to the bosonic partition function. -/
theorem avgSign_eq_ratio [LinearOrder ι] [Nonempty ι] (E : ι → ℝ) (β : ℝ) :
    0 < zBose E β ∧ avgSign E β = zFermi E β / zBose E β := by
  have h1 : 0 < z E β ^ 2 + z E (2 * β) := add_pos (pow_pos (z_pos E β) 2) (z_pos E _)
  have hB : 0 < zBose E β := by rw [zBose_eq]; linarith
  refine ⟨hB, ?_⟩
  rw [avgSign, div_eq_div_iff h1.ne' hB.ne', zFermi_eq, zBose_eq]
  ring

/-- The average sign lies in `[0, 1)` for every real `β`. -/
theorem avgSign_mem_Ico [Nonempty ι] (E : ι → ℝ) (β : ℝ) :
    0 ≤ avgSign E β ∧ avgSign E β < 1 := by
  have h2 := z_pos E (2 * β)
  have h1 : 0 < z E β ^ 2 + z E (2 * β) := add_pos (pow_pos (z_pos E β) 2) h2
  -- each Boltzmann factor is at most `z`, hence `z(2β) ≤ z(β)²`
  have hle : z E (2 * β) ≤ z E β ^ 2 := by
    have hk : ∀ k, Real.exp (-β * E k) ≤ z E β := fun k =>
      Finset.single_le_sum (f := fun k => Real.exp (-β * E k))
        (fun _ _ => (Real.exp_pos _).le) (mem_univ k)
    calc z E (2 * β) = ∑ k, Real.exp (-β * E k) ^ 2 := z_two_mul E β
      _ ≤ ∑ k, Real.exp (-β * E k) * z E β := by
        refine Finset.sum_le_sum fun k _ => ?_
        rw [sq]
        exact mul_le_mul_of_nonneg_left (hk k) (Real.exp_pos _).le
      _ = z E β * z E β := (Finset.sum_mul _ _ _).symm
      _ = z E β ^ 2 := by ring
  refine ⟨div_nonneg (by linarith) h1.le, ?_⟩
  rw [avgSign, div_lt_iff₀ h1]
  linarith

/-- With `n` levels the average sign never exceeds `(n - 1) / (n + 1)`, and it takes this value
at `β = 0`. -/
theorem avgSign_le_card [Nonempty ι] (E : ι → ℝ) :
    (∀ β, avgSign E β ≤ ((Fintype.card ι : ℝ) - 1) / ((Fintype.card ι : ℝ) + 1)) ∧
      avgSign E 0 = ((Fintype.card ι : ℝ) - 1) / ((Fintype.card ι : ℝ) + 1) := by
  have hn : (0 : ℝ) < Fintype.card ι := by exact_mod_cast Fintype.card_pos
  constructor
  · intro β
    have h1 : 0 < z E β ^ 2 + z E (2 * β) := add_pos (pow_pos (z_pos E β) 2) (z_pos E _)
    -- Cauchy-Schwarz: `z(β)² ≤ n z(2β)`
    have cs : ∀ w : ι → ℝ, (∑ k, w k) ^ 2 ≤ (Fintype.card ι : ℝ) * ∑ k, w k ^ 2 := by
      intro w
      simpa using Finset.sum_mul_sq_le_sq_mul_sq univ (fun _ => (1 : ℝ)) w
    have h : z E β ^ 2 ≤ (Fintype.card ι : ℝ) * z E (2 * β) := by
      rw [z_two_mul]
      exact cs fun k => Real.exp (-β * E k)
    rw [avgSign, div_le_div_iff₀ h1 (by linarith)]
    nlinarith [h]
  · have h0 : z E 0 = Fintype.card ι := by simp [z]
    rw [avgSign, mul_zero, h0, div_eq_div_iff (by positivity) (by positivity)]
    ring

/-- If no level lies below `E₀`, then `exp(β E₀) z(β)` tends to the degeneracy of `E₀`
as `β → ∞`. -/
theorem tendsto_scaled_z (E : ι → ℝ) (E₀ : ℝ) (hmin : ∀ k, E₀ ≤ E k) :
    Tendsto (fun β => Real.exp (β * E₀) * z E β) atTop (𝓝 (degeneracy E E₀ : ℝ)) := by
  have hz : ∀ β, ∑ k, Real.exp (-β * (E k - E₀)) = Real.exp (β * E₀) * z E β := by
    intro β
    unfold z
    rw [Finset.mul_sum]
    refine Finset.sum_congr rfl fun k _ => ?_
    rw [← Real.exp_add]
    congr 1
    ring
  have hg : (degeneracy E E₀ : ℝ) = ∑ k, if E k = E₀ then (1 : ℝ) else 0 := by
    simp [degeneracy]
  -- levels at `E₀` contribute 1, higher levels decay
  have hk : ∀ k, Tendsto (fun β : ℝ => Real.exp (-β * (E k - E₀))) atTop
      (𝓝 (if E k = E₀ then (1 : ℝ) else 0)) := by
    intro k
    by_cases h : E k = E₀
    · simp [h]
    · rw [if_neg h]
      have hd : 0 < E k - E₀ := sub_pos.mpr (lt_of_le_of_ne (hmin k) (Ne.symm h))
      have hb : Tendsto (fun β : ℝ => -β * (E k - E₀)) atTop atBot :=
        Tendsto.atBot_mul_const hd tendsto_neg_atTop_atBot
      exact Real.tendsto_exp_atBot.comp hb
  rw [hg]
  refine Tendsto.congr hz ?_
  exact tendsto_finsetSum _ fun k _ => hk k

/-- If `k₀` is a lowest level and its energy is `g`-fold degenerate, the average sign tends to
`(g - 1) / (g + 1)` as `β → ∞`. -/
theorem tendsto_avgSign (E : ι → ℝ) (k₀ : ι) (hmin : ∀ k, E k₀ ≤ E k) :
    Tendsto (avgSign E) atTop
      (𝓝 (((degeneracy E (E k₀) : ℝ) - 1) / ((degeneracy E (E k₀) : ℝ) + 1))) := by
  have hg' : 0 < degeneracy E (E k₀) := Finset.card_pos.mpr ⟨k₀, by simp⟩
  have hg : (0 : ℝ) < degeneracy E (E k₀) := by exact_mod_cast hg'
  obtain ⟨u, hu⟩ : ∃ u : ℝ → ℝ, ∀ β, u β = Real.exp (β * E k₀) * z E β := ⟨_, fun _ => rfl⟩
  have h1 : Tendsto u atTop (𝓝 (degeneracy E (E k₀) : ℝ)) :=
    (tendsto_scaled_z E (E k₀) hmin).congr fun β => (hu β).symm
  generalize (degeneracy E (E k₀) : ℝ) = g at hg h1 ⊢
  have hdbl : Tendsto (fun β : ℝ => 2 * β) atTop atTop :=
    Tendsto.const_mul_atTop two_pos tendsto_id
  have h2 : Tendsto (fun β => u (2 * β)) atTop (𝓝 g) := h1.comp hdbl
  have hne : g ^ 2 + g ≠ 0 := by positivity
  have h3 : Tendsto (fun β => (u β ^ 2 - u (2 * β)) / (u β ^ 2 + u (2 * β))) atTop
      (𝓝 ((g ^ 2 - g) / (g ^ 2 + g))) :=
    ((h1.pow 2).sub h2).div ((h1.pow 2).add h2) hne
  have hval : (g ^ 2 - g) / (g ^ 2 + g) = (g - 1) / (g + 1) := by
    rw [div_eq_div_iff hne (by positivity)]
    ring
  rw [← hval]
  refine h3.congr fun β => ?_
  -- the common factor `exp(2 β E₀)` cancels in the ratio
  have he : Real.exp (2 * β * E k₀) = Real.exp (β * E k₀) ^ 2 := by
    rw [sq, ← Real.exp_add]
    congr 1
    ring
  have hc : Real.exp (β * E k₀) ^ 2 ≠ 0 := by positivity
  rw [hu, hu, he, mul_pow, ← mul_sub, ← mul_add, mul_div_mul_left _ _ hc, avgSign]

/-- The average sign tends to zero as `β → ∞` exactly when the lowest level is
non-degenerate. -/
theorem tendsto_avgSign_zero_iff (E : ι → ℝ) (k₀ : ι) (hmin : ∀ k, E k₀ ≤ E k) :
    Tendsto (avgSign E) atTop (𝓝 0) ↔ degeneracy E (E k₀) = 1 := by
  have h := tendsto_avgSign E k₀ hmin
  constructor
  · intro h0
    have hp : (degeneracy E (E k₀) : ℝ) + 1 ≠ 0 := by positivity
    have h1 := (div_eq_zero_iff.mp (tendsto_nhds_unique h h0)).resolve_right hp
    have h2 : (degeneracy E (E k₀) : ℝ) = 1 := by linarith
    exact_mod_cast h2
  · intro h1
    rw [h1] at h
    simpa using h

end

end TwoFermionSign
```

```lean
#print axioms TwoFermionSign.avgSign_eq_ratio
-- 'TwoFermionSign.avgSign_eq_ratio' depends on axioms: [propext, Classical.choice, Quot.sound]
#print axioms TwoFermionSign.avgSign_mem_Ico
-- 'TwoFermionSign.avgSign_mem_Ico' depends on axioms: [propext, Classical.choice, Quot.sound]
#print axioms TwoFermionSign.avgSign_le_card
-- 'TwoFermionSign.avgSign_le_card' depends on axioms: [propext, Classical.choice, Quot.sound]
#print axioms TwoFermionSign.tendsto_avgSign_zero_iff
-- 'TwoFermionSign.tendsto_avgSign_zero_iff' depends on axioms: [propext, Classical.choice, Quot.sound]
```

## Levels, partition functions and the statements about them

The one-particle states are labelled by a finite type `ι`, and `E : ι → ℝ` assigns an energy $E_k$ to each label $k$. Several labels may carry the same energy, and `degeneracy E E₀` counts the labels with $E_k=E_0$, in the sense of exact equality. The number of labels, `Fintype.card ι`, is written $n$. The real number $\beta$ is the inverse temperature in inverse units of energy. The functions `z E β` and `avgSign E β` are $z(\beta)$ and $s(\beta)$, and `zFermi E β` and `zBose E β` are

$$Z_F(\beta)=\sum_{i<j}e^{-\beta(E_i+E_j)},\qquad Z_B(\beta)=\sum_{i\le j}e^{-\beta(E_i+E_j)}.$$

The order on the labels, `[LinearOrder ι]`, serves only to count each unordered pair once. It is arbitrary and need not follow the energies.

The theorems `zFermi_eq` and `zBose_eq` state $Z_F=\tfrac12\,[z(\beta)^2-z(2\beta)]$ and $Z_B=\tfrac12\,[z(\beta)^2+z(2\beta)]$. With at least one level, `[Nonempty ι]`, `avgSign_eq_ratio` gives $Z_B>0$ and $s=Z_F/Z_B$, `avgSign_mem_Ico` gives $0\le s(\beta)<1$, and `avgSign_le_card` gives $s(\beta)\le (n-1)/(n+1)$ together with equality at $\beta=0$. These hold for every real $\beta$, zero and negative values included.

The limit theorems take a label `k₀` with `hmin : ∀ k, E k₀ ≤ E k`, which says that $k_0$ is a one-particle ground state. With $g$ equal to `degeneracy E (E k₀)`, `tendsto_avgSign` states $s(\beta)\to(g-1)/(g+1)$ along `atTop`, that is as $\beta\to+\infty$, and `tendsto_avgSign_zero_iff` states that $s(\beta)\to0$ if and only if $g=1$. No rate of convergence is stated, and neither is monotonicity in $\beta$. For a single level, $n=g=1$, there is no pair $i<j$, so $Z_F=0$ and $s$ vanishes identically, in agreement with every formula above.

## Permutation sectors of the two-particle path integral

Let $h$ be the one-particle Hamiltonian with eigenstates $|k\rangle$ and eigenvalues $E_k$, let $H=h\otimes 1+1\otimes h$ be the Hamiltonian of two particles without interaction, and let $P$ exchange them, $P|i,j\rangle=|j,i\rangle$. The projectors on symmetric and antisymmetric states are $\tfrac12(1\pm P)$, so the bosonic and fermionic partition functions are $\tfrac12\left(\operatorname{Tr}e^{-\beta H}\pm\operatorname{Tr}Pe^{-\beta H}\right)$. In the product basis

$$\operatorname{Tr}e^{-\beta H}=\sum_{i,j}e^{-\beta(E_i+E_j)}=z(\beta)^2,\qquad \operatorname{Tr}Pe^{-\beta H}=\sum_{i,j}\delta_{ij}\,e^{-\beta(E_i+E_j)}=z(2\beta),$$

because $\langle i,j|j,i\rangle=\delta_{ij}$. In path language the first trace sums over two closed paths of imaginary-time length $\beta$, and the second over one closed path of length $2\beta$ formed by joining the two.

A path-integral Monte Carlo run that samples both sectors with positive weights and attaches $-1$ to the exchange sector has mean sign $\left[(+1)\,z(\beta)^2+(-1)\,z(2\beta)\right]/\left[z(\beta)^2+z(2\beta)\right]$. This expression is the definition `avgSign`. The traces, the paths and the sampling do not occur in the code, so the sector weights are postulated and then tied to level counting by `avgSign_eq_ratio`. Reading $s$ as the sign of a simulation also presupposes that the one-particle propagator is non-negative in the sampled basis, so that the permutation is the only source of a sign, and that time-step error is negligible. In a finite basis, such a propagator allows a degenerate lowest energy only if the basis splits into parts that $h$ does not connect (Perron–Frobenius theorem). The exchange acts on the whole label, and the most direct reading is two fermions of equal spin in orbitals $k$. A fermionic expectation value is estimated as a signed average divided by the mean sign, so a small $s$ amplifies the statistical error; for two non-interacting particles on finitely many levels the theorems say when $s$ stays away from zero on cooling and when it does not.

## Diagonal and off-diagonal parts of $z^2$

Write $w_k=e^{-\beta E_k}>0$, so that $z(\beta)=\sum_k w_k$, which is positive when there is a level (`z_pos`). Since $e^{-2\beta E_k}=w_k^2$,

$$z(2\beta)=\sum_k w_k^2 ,$$

which is `z_two_mul`, obtained term by term from `Real.exp_add`. Expanding the square and sorting the pairs $(i,j)$ into $i=j$, $i<j$ and $j<i$ gives

$$z(\beta)^2=\sum_{i,j}w_iw_j=\sum_k w_k^2+\sum_{i<j}w_iw_j+\sum_{j<i}w_jw_i=z(2\beta)+2\sum_{i<j}w_iw_j ,$$

where the last two sums agree after the names $i$ and $j$ are swapped. As $w_iw_j=e^{-\beta(E_i+E_j)}$, the remaining sum is $Z_F$, and solving for it gives the fermionic formula. Inside `zFermi_eq` the identity is `key`, stated for arbitrary real weights `w`. Its step `h1` is the three-way sorting by `lt_trichotomy i j`, `h2` is the swap of names by `Finset.sum_comm`, `h3` collapses the diagonal, and `hexp` factorises the Boltzmann weight of a pair.

Bosons have the doubly occupied states $i=j$ in addition, with weights $e^{-2\beta E_i}$, so $Z_B=Z_F+z(2\beta)=\tfrac12[z(\beta)^2+z(2\beta)]$. The first equality is `hB` in `zBose_eq`, by the same case distinction. The factors $\tfrac12$ cancel in $Z_F/Z_B$; `avgSign_eq_ratio` shows both denominators positive and cross-multiplies.

## Bounds at finite temperature

Abbreviate $a=z(\beta)^2$ and $b=z(2\beta)$, both positive, so that $s=(a-b)/(a+b)$. Each weight is one term of a sum of positive terms, hence $w_k\le z(\beta)$, and

$$b=\sum_k w_k\,w_k\le\sum_k w_k\,z(\beta)=z(\beta)^2=a .$$

The numerator is therefore non-negative. The upper bound $s<1$ is equivalent to $a-b<a+b$, which is $b>0$. In `avgSign_mem_Ico`, `hk` is $w_k\le z(\beta)$ from `Finset.single_le_sum`, the `calc` block of `hle` is the displayed chain, and `div_lt_iff₀` clears the denominator. This route uses no order on the labels, so the theorem does not assume one.

The sharper bound comes from the Cauchy–Schwarz inequality for the vectors $(1,\dots,1)$ and $(w_k)$,

$$a=\Big(\sum_k 1\cdot w_k\Big)^2\le n\sum_k w_k^2=n\,b .$$

Multiplying out, $s\le (n-1)/(n+1)$ means $(n+1)(a-b)\le(n-1)(a+b)$, and the left side minus the right side is $2(a-nb)\le0$. In `avgSign_le_card` the inequality is `cs`, specialised from `Finset.sum_mul_sq_le_sq_mul_sq`, and `nlinarith [h]` performs the rearrangement. At $\beta=0$ every weight is $1$, so $z(0)=n$ (`h0`), $a=n^2$, $b=n$ and $s=(n^2-n)/(n^2+n)=(n-1)/(n+1)$.

## Cooling to the ground level

Let $E_0$ be an energy with $E_0\le E_k$ for all $k$. Then

$$e^{\beta E_0}z(\beta)=\sum_k e^{-\beta(E_k-E_0)} .$$

A term with $E_k=E_0$ equals $1$ for all $\beta$. A term with $E_k>E_0$ has an exponent that tends to $-\infty$, so it tends to $0$. The sum is finite, so its limit is the sum of the limits, which is the number of levels at $E_0$. This is `tendsto_scaled_z`: `hz` is the displayed identity, `hk` treats the two kinds of term, with `Real.tendsto_exp_atBot` for the decaying ones, `hg` writes the degeneracy as a sum of ones and zeros, and `tendsto_finsetSum` adds the limits. The lemma allows $E_0$ to lie strictly below the spectrum, in which case the degeneracy and the limit are $0$.

Now take $E_0=E_{k_0}$, so that $g\ge1$ because $k_0$ itself is counted, and set $u(\beta)=e^{\beta E_{k_0}}z(\beta)$. Then $u(\beta)^2=e^{2\beta E_{k_0}}z(\beta)^2$ and $u(2\beta)=e^{2\beta E_{k_0}}z(2\beta)$ carry the same nonzero factor, and

$$s(\beta)=\frac{u(\beta)^2-u(2\beta)}{u(\beta)^2+u(2\beta)}\;\longrightarrow\;\frac{g^2-g}{g^2+g}=\frac{g-1}{g+1},$$

since $u(\beta)\to g$, $u(2\beta)\to g$ and $g^2+g\ne0$. In `tendsto_avgSign`, `h1` is $u\to g$, `h2` composes it with the map $\beta\mapsto2\beta$ of `hdbl`, `h3` applies the limit rules for powers, sums and quotients, `hval` cancels $g$, and `mul_div_mul_left` removes the common exponential using `he`. The value is the ratio of the $g(g-1)/2$ ways to place two fermions in the ground level to the $g(g+1)/2$ ways to place two bosons there.

For `tendsto_avgSign_zero_iff`, a limit in $\mathbb R$ is unique (`tendsto_nhds_unique`), so $s\to0$ forces $(g-1)/(g+1)=0$ and hence $g=1$. Conversely $g=1$ makes the limit $0/2=0$. With a non-degenerate ground level and $n\ge2$, one fermion must occupy a higher level, while both bosons can sit in the lowest. Because degeneracy means exact equality, two lowest levels split by any nonzero amount have $g=1$.

## A reference level that is not the lowest, and no level at all

The two examples below are direct substitutions into the definitions and are not among the theorems. Take three levels with energies $0,0,\varepsilon$, where $\varepsilon>0$, and put $x=e^{-\beta\varepsilon}$. Then $z(\beta)=2+x$ and $z(2\beta)=2+x^2$, so

$$s=\frac{(2+x)^2-(2+x^2)}{(2+x)^2+(2+x^2)}=\frac{1+2x}{3+2x+x^2}.$$

At $\beta=0$, $x=1$ and $s=1/2=(3-1)/(3+1)$. As $\beta\to\infty$, $x\to0$ and $s\to1/3$, the value for $g=2$. If `hmin` is removed and $k_0$ is chosen as the upper level, its degeneracy is $1$, the formula would predict the limit $0$, and both limit theorems become false. The step that breaks is the rescaling, since $e^{\beta\varepsilon}z(\beta)=2e^{\beta\varepsilon}+1$ diverges.

If `[Nonempty ι]` is removed and the set of levels is empty, then $z=0$ and $Z_B=0$, so the claim $Z_B>0$ fails. Lean evaluates $0/0$ as $0$, which gives $s=0$, while the bound $(n-1)/(n+1)$ equals $-1$ for $n=0$, so `avgSign_le_card` fails as well. The limit theorems need no such assumption, because the label `k₀` already supplies a level.
